# Wick factorization fails for non-interacting fermions in a partly filled canonical ensemble at finite temperature

Put one fermion on two levels with positive weights $x_1$ and $x_2$. There are two configurations, and moving the fermion from level 2 to level 1 replaces the weight $x_2$ by $x_1$. The mean occupations are therefore

$$\langle n_1\rangle=\frac{x_1}{x_1+x_2},\qquad \langle n_2\rangle=\frac{x_2}{x_1+x_2},$$

so that $x_1\langle n_2\rangle=x_2\langle n_1\rangle$. The two levels are never filled together, hence $\langle n_1n_2\rangle=0$, while $\langle n_1\rangle\langle n_2\rangle>0$. The same move of one fermion relates pair occupations to mean occupations for any number of particles.

## Pair occupations from mean occupations

Let $N$ fermions occupy a finite set of $M$ levels. A configuration is a set $s$ of $N$ filled levels, with weight $w(s)=\prod_{k\in s}x_k$. For non-interacting fermions at inverse temperature $\beta$, $x_k=e^{-\beta\varepsilon_k}$, where $\varepsilon_k$ is the energy of level $k$; the product form expresses that the energies add. Let $n_i(s)$ be 1 if $i\in s$ and 0 otherwise, let $Z=\sum_s w(s)$, and let $\langle f\rangle=Z^{-1}\sum_s w(s)f(s)$. The first claim is

$$(x_i-x_j)\langle n_in_j\rangle=x_i\langle n_j\rangle-x_j\langle n_i\rangle .$$

Take a configuration $s$ with $j$ filled and $i$ empty, and let $s'$ be the result of moving the fermion from $j$ to $i$. If $R$ is the product of the weights of the other filled levels, then $w(s)=x_jR$ and $w(s')=x_iR$, so $x_iw(s)=x_jw(s')$. The move is a one-to-one map onto the configurations with $i$ filled and $j$ empty. Summing and dividing by $Z$ gives

$$x_i\langle n_j(1-n_i)\rangle=x_j\langle n_i(1-n_j)\rangle .$$

Expanding both sides,

$$x_i\langle n_j\rangle-x_i\langle n_in_j\rangle=x_j\langle n_i\rangle-x_j\langle n_in_j\rangle ,$$

and collecting the pair terms gives the claim. If $x_i\neq x_j$, division by $x_i-x_j$ yields the pair occupation.

## Fixed particle number and negative correlations

In the grand canonical ensemble of the same non-interacting fermions, Wick's theorem gives $\langle n_in_j\rangle=\langle n_i\rangle\langle n_j\rangle$ for distinct levels. The second claim is that at fixed $N$, with positive weights and $0<N<M$, every level $i$ has a partner $j\neq i$ with $\langle n_in_j\rangle<\langle n_i\rangle\langle n_j\rangle$.

Every configuration satisfies $\sum_jn_j=N$, so $\sum_j\langle fn_j\rangle=N\langle f\rangle$ for every observable $f$. Taking $f=n_i$ and $f=1$,

$$\sum_j\bigl(\langle n_in_j\rangle-\langle n_i\rangle\langle n_j\rangle\bigr)=N\langle n_i\rangle-\langle n_i\rangle N=0 .$$

Since $n_i^2=n_i$, the term $j=i$ equals $\langle n_i\rangle(1-\langle n_i\rangle)$. The other terms must compensate it:

$$\sum_{j\neq i}\bigl(\langle n_in_j\rangle-\langle n_i\rangle\langle n_j\rangle\bigr)=-\langle n_i\rangle(1-\langle n_i\rangle).$$

Because $N>0$, some configuration contains $i$; because $N<M$, some configuration omits it. Both have positive weight, so $0<\langle n_i\rangle<1$. The sum is negative, and at least one of its terms is negative.

For $N=1$ every pair of distinct levels violates factorization: no configuration fills both, while both mean occupations are positive.

## Two fermions on three levels

Let $x=(1,2,3)$ and $N=2$. The configurations $\{1,2\}$, $\{1,3\}$, $\{2,3\}$ have weights 2, 3, 6, so $Z=11$ and

$$\langle n_1\rangle=\tfrac5{11},\quad\langle n_2\rangle=\tfrac8{11},\quad\langle n_3\rangle=\tfrac9{11},\quad\langle n_1n_2\rangle=\tfrac2{11},\quad\langle n_1n_3\rangle=\tfrac3{11}.$$

For levels 1 and 2 the identity reads $(1-2)\tfrac2{11}=\tfrac8{11}-2\cdot\tfrac5{11}$, and both sides are $-\tfrac2{11}$. The correlations of level 1 with levels 2 and 3 are $-\tfrac{18}{121}$ and $-\tfrac{12}{121}$. Their sum is $-\tfrac{30}{121}=-\tfrac5{11}\cdot\tfrac6{11}$, as required.

The condition $N<M$ matters. With $N=3$ on these levels, the only configuration is the full one, every mean and pair occupation is 1, and factorization holds. Positive weights matter as well. Boltzmann weights are positive at every finite $\beta$, but in the limit $\beta\to\infty$ with a nondegenerate $N$-fermion ground state only one configuration survives. Every mean occupation then tends to 0 or 1, and factorization is recovered, as expected for a single Slater determinant.

## Configurations and averages in Lean

The levels form a finite type `ι`. If the fermions carry spin, an element of `ι` stands for a spin orbital.

```lean
import Mathlib

open Finset

namespace CanonicalFermions

noncomputable section

variable {ι : Type*} [Fintype ι]
```

A configuration is a `Finset ι`. The weights are arbitrary real numbers at this stage; positivity appears later as an explicit hypothesis of individual theorems, and the Boltzmann form is not built in.

```lean
/-- The weight of a configuration: the product of the weights of its filled levels. -/
def weight (x : ι → ℝ) (s : Finset ι) : ℝ := ∏ k ∈ s, x k
```

The set `powersetCard N univ` contains exactly the subsets with $N$ elements, which fixes the particle number and enforces the Pauli principle.

```lean
/-- The canonical partition function: the sum of the weights of all `N`-fermion configurations. -/
def partitionFn (x : ι → ℝ) (N : ℕ) : ℝ := ∑ s ∈ powersetCard N univ, weight x s
```

An observable is a real function of the configuration, so only quantities diagonal in the occupation numbers are described. There are no creation or annihilation operators, and Wick's theorem for general operator products is not treated.

```lean
/-- The weighted sum of an observable over all `N`-fermion configurations. -/
def total (x : ι → ℝ) (N : ℕ) (f : Finset ι → ℝ) : ℝ :=
  ∑ s ∈ powersetCard N univ, weight x s * f s
```

The average $\langle f\rangle$ is `avg x N f`, the weighted sum divided by $Z$.

```lean
/-- The canonical average of an observable, for a nonzero partition function. -/
def avg (x : ι → ℝ) (N : ℕ) (f : Finset ι → ℝ) : ℝ := total x N f / partitionFn x N
```

Positive weights and $N\le M$ give $Z>0$: there is at least one configuration, and each contributes a positive product.

```lean
/-- With positive weights and no more fermions than levels, the partition function is positive. -/
theorem partitionFn_pos {x : ι → ℝ} {N : ℕ} (hx : ∀ k, 0 < x k)
    (hN : N ≤ Fintype.card ι) : 0 < partitionFn x N :=
  sum_pos (fun _ _ => prod_pos fun k _ => hx k)
    (powersetCard_nonempty.2 (by simpa using hN))
```

The occupation number $n_i$ is `occ i`, the indicator of membership.

```lean
variable [DecidableEq ι]

/-- The occupation number of level `i`: one if the level is filled, zero if it is empty. -/
def occ (i : ι) (s : Finset ι) : ℝ := if i ∈ s then 1 else 0
```

## The exchange of two levels

The next theorem is the balance relation before division by $Z$. The proof exchanges the labels $i$ and $j$ in every configuration, using `Equiv.swap i j`. The first four goals of `sum_nbij'` say that this keeps the particle number and is its own inverse. The last compares the summands. If $j$ is filled and $i$ empty, `mul_prod_erase` separates the factor of the moved fermion from the common product $R$, and `hw` is the relation $x_iw(s)=x_jw(s')$. In all other cases the observable vanishes on both sides.

```lean
/-- Moving a fermion from level `j` to level `i` relates the weighted sum over configurations
with `j` filled and `i` empty to the one with `i` filled and `j` empty. -/
theorem exchange_balance (x : ι → ℝ) (N : ℕ) (i j : ι) :
    x i * total x N (fun s => occ j s * (1 - occ i s)) =
      x j * total x N (fun s => occ i s * (1 - occ j s)) := by
  unfold total
  rw [mul_sum, mul_sum]
  -- reindex the configurations by exchanging the two levels
  refine sum_nbij' (fun s => s.map (Equiv.swap i j).toEmbedding)
    (fun s => s.map (Equiv.swap i j).toEmbedding) ?_ ?_ ?_ ?_ ?_
  · intro s hs
    exact mem_powersetCard.2 ⟨subset_univ _, (card_map _).trans (mem_powersetCard.1 hs).2⟩
  · intro s hs
    exact mem_powersetCard.2 ⟨subset_univ _, (card_map _).trans (mem_powersetCard.1 hs).2⟩
  · intro s _
    ext k
    simp only [mem_map_equiv, Equiv.symm_swap, Equiv.swap_apply_self]
  · intro s _
    ext k
    simp only [mem_map_equiv, Equiv.symm_swap, Equiv.swap_apply_self]
  · intro s _
    have hi : occ i (s.map (Equiv.swap i j).toEmbedding) = occ j s :=
      if_congr (by rw [mem_map_equiv, Equiv.symm_swap, Equiv.swap_apply_left]) rfl rfl
    have hj : occ j (s.map (Equiv.swap i j).toEmbedding) = occ i s :=
      if_congr (by rw [mem_map_equiv, Equiv.symm_swap, Equiv.swap_apply_right]) rfl rfl
    beta_reduce
    rw [hi, hj]
    by_cases h : j ∈ s ∧ i ∉ s
    · -- the two weights differ only in the factor of the moved fermion
      have h1 := mul_prod_erase s x h.1
      have h2 := mul_prod_erase s (fun k => x (Equiv.swap i j k)) h.1
      have h3 : ∏ k ∈ s.erase j, x (Equiv.swap i j k) = ∏ k ∈ s.erase j, x k :=
        prod_congr rfl fun k hk => by
          have hki : k ≠ i := fun e => h.2 (by rw [← e]; exact mem_of_mem_erase hk)
          rw [Equiv.swap_apply_of_ne_of_ne hki (ne_of_mem_erase hk)]
      have h4 : weight x (s.map (Equiv.swap i j).toEmbedding) =
          ∏ k ∈ s, x (Equiv.swap i j k) := prod_map _ _ _
      beta_reduce at h2
      rw [h3, Equiv.swap_apply_right] at h2
      have hw : x i * weight x s = x j * weight x (s.map (Equiv.swap i j).toEmbedding) := by
        rw [h4, ← h2]
        unfold weight
        rw [← h1]
        ring
      linear_combination (occ j s * (1 - occ i s)) * hw
    · have h0 : occ j s * (1 - occ i s) = 0 := by
        unfold occ
        by_cases h1 : j ∈ s <;> by_cases h2 : i ∈ s <;> simp_all
      rw [h0]
      ring
```

Expanding the two products is the task of `split`, and `comm` identifies $n_jn_i$ with $n_in_j$. Multiplying the balance relation by $Z^{-1}$ then gives the identity. It is stated for all real weights, all $N$ and all $i,j$; where $Z=0$, Lean's division by zero makes both sides zero, and the statement has no physical content.

```lean
/-- The canonical pair occupation of two levels, multiplied by the difference of their weights,
is a linear combination of the two mean occupations. -/
theorem pair_identity (x : ι → ℝ) (N : ℕ) (i j : ι) :
    (x i - x j) * avg x N (fun s => occ i s * occ j s) =
      x i * avg x N (occ j) - x j * avg x N (occ i) := by
  have split : ∀ a b : ι, total x N (fun s => occ a s * (1 - occ b s)) =
      total x N (occ a) - total x N (fun s => occ a s * occ b s) := by
    intro a b
    unfold total
    rw [← sum_sub_distrib]
    exact sum_congr rfl fun s _ => by ring
  have comm : total x N (fun s => occ j s * occ i s) =
      total x N (fun s => occ i s * occ j s) :=
    sum_congr rfl fun s _ => by ring
  have h := exchange_balance x N i j
  rw [split, split, comm] at h
  unfold avg
  linear_combination (-(partitionFn x N)⁻¹) * h
```

The explicit pair occupation needs `x i ≠ x j`. For three levels of equal weight and $N=2$, the identity reads $0=0$ and does not reveal that the pair occupation is $\tfrac13$.

```lean
/-- For two levels of different weight, the pair occupation is given explicitly by their weights and
their mean occupations. -/
theorem pair_occupation (x : ι → ℝ) (N : ℕ) {i j : ι} (h : x i ≠ x j) :
    avg x N (fun s => occ i s * occ j s) =
      (x i * avg x N (occ j) - x j * avg x N (occ i)) / (x i - x j) := by
  rw [eq_div_iff (sub_ne_zero.2 h)]
  linear_combination pair_identity x N i j
```

In a canonical calculation at finite temperature for non-interacting fermions on finitely many levels, this formula supplies the pair occupation of two levels of different energy once their mean occupations are known.

## The sum rule and the bounds on the occupations

The sum rule holds for every observable `f`. The proof interchanges the sums over levels and configurations, and `hc` states that the occupation numbers of one configuration add up to $N$.

```lean
/-- Fixed particle number: summing the averages of an observable times each occupation number
gives `N` times the average of the observable. -/
theorem number_sum_rule (x : ι → ℝ) (N : ℕ) (f : Finset ι → ℝ) :
    ∑ j, avg x N (fun s => f s * occ j s) = N * avg x N f := by
  unfold avg total
  rw [← sum_div, sum_comm, ← mul_div_assoc, mul_sum]
  congr 1
  refine sum_congr rfl fun s hs => ?_
  have hc : ∑ j, occ j s = (N : ℝ) := by
    simp [occ, (mem_powersetCard.1 hs).2]
  rw [← hc, sum_mul]
  exact sum_congr rfl fun j _ => by ring
```

For the lower bound on $\langle n_i\rangle$, `exists_subsuperset_card_eq` supplies an $N$-element configuration `u` that contains $i$. Its contribution is positive and no other is negative.

```lean
/-- With positive weights and at least one fermion, but no more fermions than levels,
every level has positive mean occupation. -/
theorem occupation_pos {x : ι → ℝ} {N : ℕ} (hx : ∀ k, 0 < x k) (h0 : 0 < N)
    (hN : N ≤ Fintype.card ι) (i : ι) : 0 < avg x N (occ i) := by
  refine div_pos ?_ (partitionFn_pos hx hN)
  have hlow : ({i} : Finset ι).card ≤ N := by
    rw [card_singleton]
    exact h0
  have hupp : N ≤ (univ : Finset ι).card := by
    rw [card_univ]
    exact hN
  obtain ⟨u, hu, -, hc⟩ := exists_subsuperset_card_eq (subset_univ {i}) hlow hupp
  have hw : ∀ s, 0 < weight x s := fun s => prod_pos fun k _ => hx k
  refine sum_pos' (fun s _ => mul_nonneg (hw s).le ?_)
    ⟨u, mem_powersetCard.2 ⟨subset_univ _, hc⟩, ?_⟩
  · unfold occ
    split_ifs <;> norm_num
  · have hi : i ∈ u := hu (mem_singleton_self i)
    simpa [occ, hi] using hw u
```

For the upper bound, `u` is chosen among the levels other than $i$. It contributes to $Z$ but not to the weighted sum of $n_i$, so the ratio is below one.

```lean
/-- With positive weights and fewer fermions than levels, every mean occupation is below one. -/
theorem occupation_lt_one {x : ι → ℝ} {N : ℕ} (hx : ∀ k, 0 < x k)
    (hN : N < Fintype.card ι) (i : ι) : avg x N (occ i) < 1 := by
  unfold avg
  rw [div_lt_one (partitionFn_pos hx hN.le)]
  have hcard : N ≤ (univ.erase i).card := by
    rw [card_erase_of_mem (mem_univ i), card_univ]
    omega
  obtain ⟨u, -, hu, hc⟩ := exists_subsuperset_card_eq (empty_subset (univ.erase i))
    (by simp) hcard
  have hw : ∀ s, 0 < weight x s := fun s => prod_pos fun k _ => hx k
  refine sum_lt_sum (fun s _ => ?_) ⟨u, mem_powersetCard.2 ⟨subset_univ _, hc⟩, ?_⟩
  · unfold occ
    split_ifs <;> simp [(hw s).le]
  · have hi : i ∉ u := fun h => ne_of_mem_erase (hu h) rfl
    simpa [occ, hi] using hw u
```

## A negative sum and a violating pair

The sum over `univ.erase i` runs over the levels $j\neq i$. In the proof, `h1` is $\langle1\rangle=1$, `hB` is $\sum_j\langle n_j\rangle=N$, and `hsq` is $\langle n_i^2\rangle=\langle n_i\rangle$. The vanishing of the full sum is `hall`, from which `add_sum_erase` splits off the term $j=i$.

```lean
/-- With positive weights and no more fermions than levels, the correlations of level `i` with
all other levels add up to minus the variance of its occupation number. -/
theorem correlation_sum {x : ι → ℝ} {N : ℕ} (hx : ∀ k, 0 < x k)
    (hN : N ≤ Fintype.card ι) (i : ι) :
    ∑ j ∈ univ.erase i,
      (avg x N (fun s => occ i s * occ j s) - avg x N (occ i) * avg x N (occ j)) =
      -(avg x N (occ i) * (1 - avg x N (occ i))) := by
  have h1 : avg x N (fun _ => 1) = 1 := by
    unfold avg total
    simp only [mul_one]
    exact div_self (partitionFn_pos hx hN).ne'
  have hB : ∑ j, avg x N (occ j) = (N : ℝ) := by
    have h := number_sum_rule x N (fun _ => 1)
    rw [h1, mul_one] at h
    rw [← h]
    exact sum_congr rfl fun j _ => congrArg (avg x N) (funext fun s => (one_mul _).symm)
  have hsq : avg x N (fun s => occ i s * occ i s) = avg x N (occ i) :=
    congrArg (avg x N) (funext fun s => by unfold occ; split_ifs <;> norm_num)
  -- over all levels, including `i` itself, the correlations cancel
  have hall : ∑ j, (avg x N (fun s => occ i s * occ j s) -
      avg x N (occ i) * avg x N (occ j)) = 0 := by
    rw [sum_sub_distrib, ← mul_sum, hB, number_sum_rule]
    ring
  rw [← add_sum_erase univ _ (mem_univ i), hsq] at hall
  linear_combination hall
```

The failure of factorization follows by contradiction. If level $i$ had no violating partner, every term of the sum would be nonnegative, whereas the two bounds make the sum negative. The theorem guarantees a partner for each level without identifying it.

```lean
/-- Wick factorization fails: with positive weights and at least one fermion but fewer fermions
than levels, each level has a partner whose pair occupation with it is below the product of
the mean occupations. -/
theorem wick_factorization_fails {x : ι → ℝ} {N : ℕ} (hx : ∀ k, 0 < x k) (h0 : 0 < N)
    (hN : N < Fintype.card ι) (i : ι) :
    ∃ j, j ≠ i ∧
      avg x N (fun s => occ i s * occ j s) < avg x N (occ i) * avg x N (occ j) := by
  by_contra hcon
  have hnn := sum_nonneg (s := univ.erase i)
    (f := fun j => avg x N (fun s => occ i s * occ j s) - avg x N (occ i) * avg x N (occ j))
    (fun j hj => sub_nonneg.2 (not_lt.1 fun h => hcon ⟨j, ne_of_mem_erase hj, h⟩))
  rw [correlation_sum hx hN.le i] at hnn
  have hv := mul_pos (occupation_pos hx h0 hN.le i) (sub_pos.2 (occupation_lt_one hx hN i))
  linarith
```

For one fermion the statement covers every pair of distinct levels. Each configuration is a singleton, obtained from `card_eq_one`, and cannot contain both $i$ and $j$.

```lean
/-- For one fermion and positive weights, two distinct levels are never filled together,
although the product of their mean occupations is positive. -/
theorem one_fermion {x : ι → ℝ} (hx : ∀ k, 0 < x k) {i j : ι} (hij : i ≠ j) :
    avg x 1 (fun s => occ i s * occ j s) = 0 ∧
      0 < avg x 1 (occ i) * avg x 1 (occ j) := by
  have hc : 1 ≤ Fintype.card ι := Fintype.card_pos_iff.2 ⟨i⟩
  refine ⟨?_, mul_pos (occupation_pos hx one_pos hc i) (occupation_pos hx one_pos hc j)⟩
  have ht : total x 1 (fun s => occ i s * occ j s) = 0 := by
    refine sum_eq_zero fun s hs => ?_
    obtain ⟨k, rfl⟩ := card_eq_one.1 (mem_powersetCard.1 hs).2
    by_cases hk : i = k
    · subst hk
      simp [occ, hij.symm]
    · simp [occ, hk]
  unfold avg
  rw [ht, zero_div]

end

end CanonicalFermions
```

```lean
#print axioms CanonicalFermions.pair_occupation
#print axioms CanonicalFermions.wick_factorization_fails
#print axioms CanonicalFermions.one_fermion
```

```
'CanonicalFermions.pair_occupation' depends on axioms: [propext, Classical.choice, Quot.sound]
'CanonicalFermions.wick_factorization_fails' depends on axioms: [propext, Classical.choice, Quot.sound]
'CanonicalFermions.one_fermion' depends on axioms: [propext, Classical.choice, Quot.sound]
```
